# The defect strength that gives a ring a bound state of energy −2 cosh κ

The theorem `defectState_iff` concerns one particle on a ring of `N` ≥ 1 sites, with hopping −1 and on-site energy −`v` at site 0 alone. It says that, for `κ` > 0, a real, unnormalised state of energy −2 cosh κ with non-zero amplitude at site 0 exists exactly when `v` = 2 sinh κ tanh(κN/2). The proof uses a closed-form kernel `G` that obeys the lattice equation with a unit source at site 0. In one direction, a discrete Wronskian of the state and `G`, constant round the ring, gives `v` · `G 0` = 1; in the other, `G` itself serves as the state. Both directions need `hv`, the identity that 2 sinh κ tanh(κN/2) times the kernel's value at 0 is 1.

An attempt in Lean 4 with a fault in it:

```lean
import Mathlib

open Finset

namespace RingGreenFunction

noncomputable section

/-- The quotient `cosh (κ (N/2 - x)) / (2 sinh κ sinh (κN/2))`, for real `x`. -/
def imageKernel (N : ℕ) (κ x : ℝ) : ℝ :=
  Real.cosh (κ * ((N : ℝ) / 2 - x)) / (2 * Real.sinh κ * Real.sinh (κ * N / 2))

/-- The closed form obeys the source-free lattice equation. -/
theorem imageKernel_recurrence (N : ℕ) (κ x : ℝ) :
    imageKernel N κ (x + 1) + imageKernel N κ (x - 1) =
      2 * Real.cosh κ * imageKernel N κ x := by
  have h1 : κ * ((N : ℝ) / 2 - (x + 1)) = κ * ((N : ℝ) / 2 - x) - κ := by ring
  have h2 : κ * ((N : ℝ) / 2 - (x - 1)) = κ * ((N : ℝ) / 2 - x) + κ := by ring
  unfold imageKernel
  rw [h1, h2, Real.cosh_sub, Real.cosh_add]
  ring

/-- The kernel is the same at distance `x` in either direction around the ring. -/
theorem imageKernel_reflect (N : ℕ) (κ x : ℝ) :
    imageKernel N κ (N - x) = imageKernel N κ x := by
  have h : κ * ((N : ℝ) / 2 - (N - x)) = -(κ * ((N : ℝ) / 2 - x)) := by ring
  unfold imageKernel
  rw [h, Real.cosh_neg]

/-- At site `0`, whose neighbours are `1` and `N - 1`, the kernel has a unit source. -/
theorem imageKernel_source {N : ℕ} {κ : ℝ} (hκ : 0 < κ) (hN : 0 < N) :
    2 * Real.cosh κ * imageKernel N κ 0 - imageKernel N κ 1 - imageKernel N κ (N - 1) = 1 := by
  have hN' : (0 : ℝ) < N := Nat.cast_pos.mpr hN
  have hs : Real.sinh κ ≠ 0 := (Real.sinh_pos_iff.mpr hκ).ne'
  have hS : Real.sinh (κ * N / 2) ≠ 0 :=
    (Real.sinh_pos_iff.mpr (div_pos (mul_pos hκ hN') two_pos)).ne'
  have hjump : imageKernel N κ (-1) - imageKernel N κ 1 = 1 := by
    have h1 : κ * ((N : ℝ) / 2 - (-1)) = κ * N / 2 + κ := by ring
    have h2 : κ * ((N : ℝ) / 2 - 1) = κ * N / 2 - κ := by ring
    unfold imageKernel
    rw [h1, h2, Real.cosh_add, Real.cosh_sub, ← sub_div,
      div_eq_one_iff_eq (mul_ne_zero (mul_ne_zero two_ne_zero hs) hS)]
    ring
  have hr := imageKernel_recurrence N κ 0
  rw [zero_add, zero_sub] at hr
  rw [imageKernel_reflect]
  linarith

/-- A state of energy `-2 cosh κ` on a ring with hopping `-1` and on-site energy `-v` at
site `0`, with non-zero amplitude at that site. -/
structure IsDefectState (N : ℕ) (κ v : ℝ) (ψ : ℕ → ℝ) : Prop where
  amplitude : ψ 0 ≠ 0
  closed : ψ N = ψ 0
  bulk : ∀ x, x + 2 ≤ N → -ψ x - ψ (x + 2) = -(2 * Real.cosh κ) * ψ (x + 1)
  defect : -ψ 1 - ψ (N - 1) - v * ψ 0 = -(2 * Real.cosh κ) * ψ 0

/-- A state of energy `-2 cosh κ` with non-zero amplitude on the defect exists exactly when the
defect strength is `2 sinh κ tanh(κN/2)`. -/
theorem defectState_iff {N : ℕ} {κ : ℝ} (hκ : 0 < κ) (hN : 0 < N) (v : ℝ) :
    (∃ ψ, IsDefectState N κ v ψ) ↔ v = 2 * Real.sinh κ * Real.tanh (κ * N / 2) := by
  have hN' : (0 : ℝ) < N := Nat.cast_pos.mpr hN
  have hs : Real.sinh κ ≠ 0 := (Real.sinh_pos_iff.mpr hκ).ne'
  have hS : Real.sinh (κ * N / 2) ≠ 0 :=
    (Real.sinh_pos_iff.mpr (div_pos (mul_pos hκ hN') two_pos)).ne'
  have hC : Real.cosh (κ * N / 2) ≠ 0 := (Real.cosh_pos _).ne'
  have hv : 2 * Real.sinh κ * Real.tanh (κ * N / 2) * imageKernel N κ 0 = 1 := by
    have h : κ * ((N : ℝ) / 2 - 0) = κ * N / 2 := by ring
    rw [imageKernel, h, Real.tanh_eq_sinh_div_cosh, mul_div_assoc', div_mul_div_comm]
    rw [div_eq_one_iff_eq (mul_ne_zero hC (mul_ne_zero (mul_ne_zero two_ne_zero hs) hS))]
    ring
  have hG0 : imageKernel N κ 0 ≠ 0 := right_ne_zero_of_mul_eq_one hv
  obtain ⟨G, hG⟩ : ∃ G : ℕ → ℝ, ∀ n : ℕ, G n = imageKernel N κ n := ⟨_, fun _ => rfl⟩
  have g0 : G 0 = imageKernel N κ 0 := by rw [hG, Nat.cast_zero]
  have g1 : G 1 = imageKernel N κ 1 := by rw [hG, Nat.cast_one]
  have gN : G N = G 0 := by
    have h := imageKernel_reflect N κ 0
    rw [sub_zero] at h
    rw [hG N, g0, h]
  have gN1 : G (N - 1) = G 1 := by
    rw [hG (N - 1), Nat.cast_pred hN, imageKernel_reflect, g1]
  have src : 2 * Real.cosh κ * G 0 - 2 * G 1 = 1 := by
    have h := imageKernel_source hκ hN
    rw [imageKernel_reflect, ← g0, ← g1] at h
    linarith
  have rec2 : ∀ x : ℕ, G (x + 2) + G x = 2 * Real.cosh κ * G (x + 1) := by
    intro x
    have h := imageKernel_recurrence N κ ((x + 1 : ℕ) : ℝ)
    have e1 : ((x + 1 : ℕ) : ℝ) + 1 = ((x + 2 : ℕ) : ℝ) := by push_cast; ring
    have e2 : ((x + 1 : ℕ) : ℝ) - 1 = x := by push_cast; ring
    rw [e1, e2, ← hG, ← hG, ← hG] at h
    exact h
  constructor
  · rintro ⟨ψ, hψ⟩
    -- the discrete Wronskian of `ψ` and the kernel is constant around the ring
    have W : ∀ x : ℕ, x + 1 ≤ N →
        G x * ψ (x + 1) - G (x + 1) * ψ x = G 0 * ψ 1 - G 1 * ψ 0 := by
      intro x
      induction x with
      | zero => intro _; rfl
      | succ x ih =>
        intro hx
        have i := ih (by omega)
        have b := hψ.bulk x (by omega)
        have r := rec2 x
        change G (x + 1) * ψ (x + 2) - G (x + 2) * ψ (x + 1) = _
        linear_combination i - G (x + 1) * b - ψ (x + 1) * r
    have w := W (N - 1) (by omega)
    rw [Nat.sub_add_cancel hN, gN, gN1, hψ.closed] at w
    have key : (v * G 0 - 1) * ψ 0 = 0 := by
      linear_combination (-G 0) * hψ.defect + ψ 0 * src + w
    have hvG : v * G 0 = 1 :=
      sub_eq_zero.mp ((mul_eq_zero.mp key).resolve_right hψ.amplitude)
    rw [g0] at hvG
    exact mul_right_cancel₀ hG0 (hvG.trans hv.symm)
  · intro h
    have hvG : v * G 0 = 1 := by rw [h, g0, hv]
    -- the kernel itself is the defect state
    refine ⟨G, ?_, gN, ?_, ?_⟩
    · rw [g0]
      exact hG0
    · intro x _
      linarith [rec2 x]
    · rw [gN1]
      linarith

end

end RingGreenFunction
```

Lean reports:

```
Main.lean:68:68: error: Tactic `rewrite` failed: Did not find an occurrence of the pattern
  ?a / ?b * (?c / ?d)
in the target expression
  2 * Real.sinh κ * (Real.sinh (κ * ↑N / 2) / Real.cosh (κ * ↑N / 2)) * Real.cosh (κ * ↑N / 2) /
      (2 * Real.sinh κ * Real.sinh (κ * ↑N / 2)) =
    1

N : ℕ
κ : ℝ
hκ : 0 < κ
hN : 0 < N
v : ℝ
hN' : 0 < ↑N
hs : Real.sinh κ ≠ 0
hS : Real.sinh (κ * ↑N / 2) ≠ 0
hC : Real.cosh (κ * ↑N / 2) ≠ 0
h : κ * (↑N / 2 - 0) = κ * ↑N / 2
⊢ 2 * Real.sinh κ * (Real.sinh (κ * ↑N / 2) / Real.cosh (κ * ↑N / 2)) * Real.cosh (κ * ↑N / 2) /
      (2 * Real.sinh κ * Real.sinh (κ * ↑N / 2)) =
    1
```

Fix (accepted with no message):

```diff
@@ -66,7 +66,10 @@
   have hv : 2 * Real.sinh κ * Real.tanh (κ * N / 2) * imageKernel N κ 0 = 1 := by
     have h : κ * ((N : ℝ) / 2 - 0) = κ * N / 2 := by ring
-    rw [imageKernel, h, Real.tanh_eq_sinh_div_cosh, mul_div_assoc', div_mul_div_comm]
-    rw [div_eq_one_iff_eq (mul_ne_zero hC (mul_ne_zero (mul_ne_zero two_ne_zero hs) hS))]
-    ring
+    have cancel : ∀ a b c : ℝ, a ≠ 0 → b ≠ 0 → c ≠ 0 →
+        2 * a * (b / c) * (c / (2 * a * b)) = 1 := by
+      intro a b c ha hb hc
+      field_simp
+    rw [imageKernel, h, Real.tanh_eq_sinh_div_cosh]
+    exact cancel _ _ _ hs hS hC
   have hG0 : imageKernel N κ 0 ≠ 0 := right_ne_zero_of_mul_eq_one hv
   obtain ⟨G, hG⟩ : ∃ G : ℕ → ℝ, ∀ n : ℕ, G n = imageKernel N κ n := ⟨_, fun _ => rfl⟩
```

What went wrong. The error is in the algebra of `hv`. Once tanh is written as sinh/cosh, the left side is a product whose last factor is the kernel's quotient, with the quotient sinh/cosh inside the first factor. The rewrite `mul_div_assoc'` turns `a * (b / c)` into `a * b / c`. It was needed on the inner product, to make the first factor a single quotient, but it matched the outer product and put everything over the kernel's denominator. The goal in the message shows the result: no product of two quotients is left, so `div_mul_div_comm` finds nothing to rewrite.

The repair stops depending on which product a rewrite matches. It proves the cancellation as `cancel`, for any non-zero real `a`, `b` and `c`, where `field_simp` clears the denominators. The shortened `rw` leaves the goal in exactly the form of `cancel`, and `exact` applies it with `hs`, `hS` and `hC` as the non-zero conditions. The old `div_eq_one_iff_eq` step and the `ring` after it are no longer needed.
